# A lower bound on the energy of C¹ trial functions in one-dimensional potentials

Let u be a real, C¹, compactly supported wave function on the line with ∫u² = 1, and let V be a real, integrable potential. Then

∫ [(ħ²/2m) u'² + V u²] dx ≥ −(m/2ħ²) A², where A = ∫ max(−V, 0) dx.

For V ≤ 0 the right side is the weak-coupling value −(m/2ħ²)(∫V)², the leading-order ground-state energy of a shallow, localised well. For one particle in one dimension, a lower energy computed for such a u and V is wrong, whether through a bug, rounding or a numerical approximation, such as the quadrature or a finite-difference derivative. The weak-coupling limit itself, and the passage from these trial functions to the ground state, are not treated.

## Norm, energy and well area

In Lean 4 with Mathlib:

```lean
import Mathlib

open MeasureTheory Set

namespace OneDimensionalBinding

noncomputable section
```

Mathlib supplies integrals and derivatives. The namespace prefixes the names that follow.

```lean
/-- The L² norm of a real, square-integrable function on the line. -/
def l2norm (f : ℝ → ℝ) : ℝ := √(∫ x, f x ^ 2)
```

`l2norm f` is ‖f‖ = √(∫f²). Normalisation will read `l2norm u = 1`.

```lean
/-- The energy of a normalised, C¹, compactly supported real wave function `u` in the integrable
potential `V`, for a particle of mass `m > 0`: the integral of `(ħ²/2m) u'² + V u²`. -/
def energy (ħ m : ℝ) (V u : ℝ → ℝ) : ℝ :=
  ∫ x, (ħ ^ 2 / (2 * m) * deriv u x ^ 2 + V x * u x ^ 2)
```

For such a normalised `u`, `energy` is the expectation value of the Hamiltonian, with the kinetic term written through u'² so that no second derivative is needed. `deriv u x` is u'(x).

```lean
/-- The area of the attractive part of an integrable potential. -/
def wellArea (V : ℝ → ℝ) : ℝ := ∫ x, max (-V x) 0
```

`wellArea V` is A. Repulsive regions contribute nothing to it.

## The density bound

```lean
/-- The square of a continuous, compactly supported function is integrable. -/
theorem integrable_sq {f : ℝ → ℝ} (hf : Continuous f) (hc : HasCompactSupport f) :
    Integrable (fun x => f x ^ 2) := by
  have h1 : Continuous (fun x => f x ^ 2) := hf.pow 2
  have h2 : HasCompactSupport (fun x => f x ^ 2) :=
    hc.comp_left (g := fun t : ℝ => t ^ 2) (by norm_num)
  exact h1.integrable_of_hasCompactSupport h2
```

A continuous function that vanishes outside a bounded set has an integrable square. In the theorems of this text, the hypotheses stand before the last colon that precedes `:=`, and the claim stands between that colon and `:=`.

```lean
/-- Cauchy-Schwarz inequality for continuous, compactly supported real functions. -/
theorem integral_abs_mul_le {f g : ℝ → ℝ} (hf : Continuous f) (hg : Continuous g)
    (hcf : HasCompactSupport f) (hcg : HasCompactSupport g) :
    ∫ x, |f x * g x| ≤ l2norm f * l2norm g := by
  have hF := integrable_sq hf hcf
  have hG := integrable_sq hg hcg
  have hI : Integrable (fun x => |f x * g x|) :=
    ((hf.mul hg).integrable_of_hasCompactSupport hcf.mul_right).abs
  -- the integral of (t|f| - |g|)² is a nonnegative quadratic in t
  have key : ∀ t : ℝ, 0 ≤ (∫ x, f x ^ 2) * (t * t) + (-2 * ∫ x, |f x * g x|) * t
      + ∫ x, g x ^ 2 := by
    intro t
    have h : 0 ≤ ∫ x, (t ^ 2 * f x ^ 2 - 2 * t * |f x * g x| + g x ^ 2) := by
      refine integral_nonneg fun x => ?_
      have e : t ^ 2 * f x ^ 2 - 2 * t * |f x * g x| + g x ^ 2
          = (t * |f x| - |g x|) ^ 2 := by
        rw [abs_mul, sub_sq, mul_pow, sq_abs, sq_abs]
        ring
      simp only [Pi.zero_apply]
      rw [e]
      positivity
    have h1 : Integrable (fun x => t ^ 2 * f x ^ 2 - 2 * t * |f x * g x|) :=
      (hF.const_mul _).sub (hI.const_mul _)
    rw [integral_add h1 hG, integral_sub (hF.const_mul _) (hI.const_mul _),
      integral_const_mul, integral_const_mul] at h
    linarith
  have hd := discrim_le_zero key
  unfold discrim at hd
  unfold l2norm
  rw [← Real.sqrt_mul (integral_nonneg fun x => sq_nonneg (f x))]
  apply Real.le_sqrt_of_sq_le
  nlinarith
```

This is the Cauchy–Schwarz inequality, ∫|fg| ≤ ‖f‖‖g‖. For every real t,

0 ≤ ∫(t|f| − |g|)² = t²∫f² − 2t∫|fg| + ∫g².

A quadratic that is never negative has discriminant at most zero, so (∫|fg|)² ≤ ∫f² ∫g². If ∫f² = 0, the expression is at most linear in t, and as it is never negative, ∫|fg| = 0. The step `key` is the quadratic, and `discrim_le_zero` draws the conclusion.

```lean
/-- The density of a C¹, compactly supported real wave function is nowhere larger than
the product of the L² norms of the function and of its derivative. -/
theorem density_le {u : ℝ → ℝ} (hu : ContDiff ℝ 1 u) (hc : HasCompactSupport u) (a : ℝ) :
    u a ^ 2 ≤ l2norm u * l2norm (deriv u) := by
  obtain ⟨hdiff, hcont⟩ := contDiff_one_iff_deriv.mp hu
  have hd : ∀ x, deriv (fun y => u y ^ 2) x = 2 * (u x * deriv u x) := fun x => by
    rw [((hdiff x).hasDerivAt.fun_pow 2).deriv]
    norm_num [mul_assoc]
  have hc2 : HasCompactSupport (fun x => u x ^ 2) :=
    hc.comp_left (g := fun t : ℝ => t ^ 2) (by norm_num)
  -- integrate the derivative of u² from the left and from the right
  have hL := hc2.integral_Iic_deriv_eq (hu.pow 2) a
  have hR := hc2.integral_Ioi_deriv_eq (hu.pow 2) a
  simp only [hd] at hL hR
  have hI : Integrable (fun x => 2 * (u x * deriv u x)) :=
    ((hu.continuous.mul hcont).integrable_of_hasCompactSupport hc.mul_right).const_mul 2
  have h1 : ∫ x in Iic a, 2 * (u x * deriv u x) ≤ ∫ x in Iic a, |2 * (u x * deriv u x)| :=
    (le_abs_self _).trans abs_integral_le_integral_abs
  have h2 : -∫ x in Ioi a, 2 * (u x * deriv u x) ≤ ∫ x in Ioi a, |2 * (u x * deriv u x)| :=
    (neg_le_abs _).trans abs_integral_le_integral_abs
  have h3 := integral_add_compl (measurableSet_Iic (a := a)) hI.abs
  rw [compl_Iic] at h3
  have h4 : ∫ x, |2 * (u x * deriv u x)| = 2 * ∫ x, |u x * deriv u x| := by
    simp_rw [abs_mul (2 : ℝ), abs_two, integral_const_mul]
  have h5 := integral_abs_mul_le hu.continuous hcont hc hc.deriv
  linarith
```

`ContDiff ℝ 1 u` says that u is C¹. The claim is u(a)² ≤ ‖u‖‖u'‖ at every point a. Since (u²)' = 2uu' and u vanishes far away,

u(a)² = ∫_{−∞}^{a} 2uu' dx = −∫_{a}^{∞} 2uu' dx.

Bounding both integrals by absolute values and adding gives 2u(a)² ≤ 2∫|uu'|, and Cauchy–Schwarz finishes. `hL` and `hR` are the two integrals, `h3` joins the half-lines, and `linarith` combines the inequalities.

## From density to energy

```lean
/-- For positive `ħ` and `m` and all real `A` and `s`, `(ħ²/2m) s² - A s` is at least `-(m/2ħ²) A²`.
-/
theorem complete_square {ħ m : ℝ} (hħ : 0 < ħ) (hm : 0 < m) (A s : ℝ) :
    -(m / (2 * ħ ^ 2)) * A ^ 2 ≤ ħ ^ 2 / (2 * m) * s ^ 2 - A * s := by
  have e : ħ ^ 2 / (2 * m) * s ^ 2 - A * s - -(m / (2 * ħ ^ 2)) * A ^ 2
      = ħ ^ 2 / (2 * m) * (s - m * A / ħ ^ 2) ^ 2 := by
    field_simp
    ring
  have p : 0 ≤ ħ ^ 2 / (2 * m) * (s - m * A / ħ ^ 2) ^ 2 := by positivity
  linarith
```

For any real A and s,

(ħ²/2m)s² − As + (m/2ħ²)A² = (ħ²/2m)(s − mA/ħ²)² ≥ 0.

```lean
/-- For positive `ħ` and `m` and an integrable potential, the energy of a normalised, C¹, compactly
supported real wave function is at least `-(m/2ħ²)` times the squared area of the attractive part.
-/
theorem energy_lower_bound {ħ m : ℝ} (hħ : 0 < ħ) (hm : 0 < m) {V u : ℝ → ℝ}
    (hV : Integrable V) (hu : ContDiff ℝ 1 u) (hc : HasCompactSupport u)
    (hn : l2norm u = 1) :
    -(m / (2 * ħ ^ 2)) * wellArea V ^ 2 ≤ energy ħ m V u := by
  have hp : ∀ x, u x ^ 2 ≤ l2norm (deriv u) := fun x => by
    simpa [hn] using density_le hu hc x
  have hK := integrable_sq (contDiff_one_iff_deriv.mp hu).2 hc.deriv
  have hW : Integrable (fun x => max (-V x) 0) := hV.neg.pos_part
  have hVu : Integrable (fun x => V x * u x ^ 2) := by
    refine (hV.abs.const_mul (l2norm (deriv u))).mono'
      (hV.aestronglyMeasurable.mul (hu.continuous.pow 2).aestronglyMeasurable)
      (ae_of_all _ fun x => ?_)
    rw [Real.norm_eq_abs, abs_mul, abs_of_nonneg (sq_nonneg (u x)), mul_comm]
    exact mul_le_mul_of_nonneg_right (hp x) (abs_nonneg _)
  -- the density bound controls the potential energy
  have hpot : -l2norm (deriv u) * wellArea V ≤ ∫ x, V x * u x ^ 2 := by
    unfold wellArea
    rw [← integral_const_mul]
    refine integral_mono (hW.const_mul _) hVu fun x => ?_
    have h1 := mul_le_mul_of_nonneg_right (hp x) (le_max_right (-V x) 0)
    have h2 := mul_le_mul_of_nonneg_right (le_max_left (-V x) 0) (sq_nonneg (u x))
    dsimp only
    linarith
  have hs : l2norm (deriv u) ^ 2 = ∫ x, deriv u x ^ 2 :=
    Real.sq_sqrt (integral_nonneg fun x => sq_nonneg (deriv u x))
  have hq := complete_square hħ hm (wellArea V) (l2norm (deriv u))
  unfold energy
  rw [integral_add (hK.const_mul _) hVu, integral_const_mul, ← hs]
  linarith
```

This is the main theorem. Put s = ‖u'‖. Normalisation turns the density bound into u² ≤ s everywhere (`hp`), so

V u² ≥ −max(−V, 0) u² ≥ −s max(−V, 0).

Integrating gives ∫V u² ≥ −sA (`hpot`). The kinetic energy is (ħ²/2m)s², so the total is at least (ħ²/2m)s² − As, and completing the square gives the bound. `hVu` checks that V u² is integrable, since |V u²| ≤ s|V|.

```lean
/-- In units with `ħ² = 2m`, the energy of a normalised, C¹, compactly supported real wave
function in an integrable potential is at least `-(∫|V|)²/4`. -/
theorem energy_lower_bound_abs {V u : ℝ → ℝ} (hV : Integrable V) (hu : ContDiff ℝ 1 u)
    (hc : HasCompactSupport u) (hn : l2norm u = 1) :
    -(∫ x, |V x|) ^ 2 / 4 ≤ ∫ x, (deriv u x ^ 2 + V x * u x ^ 2) := by
  have h := energy_lower_bound (ħ := 1) (m := 1 / 2) one_pos (by norm_num) hV hu hc hn
  have h0 : 0 ≤ wellArea V := integral_nonneg fun x => le_max_right _ _
  have h1 : wellArea V ≤ ∫ x, |V x| :=
    integral_mono hV.neg.pos_part hV.abs fun x => max_le (neg_le_abs _) (abs_nonneg _)
  have h2 := pow_le_pow_left₀ h0 h1 2
  norm_num [energy] at h
  linarith
```

Setting ħ = 1 and m = 1/2 makes ħ²/2m = 1 and m/2ħ² = 1/4. Since 0 ≤ A ≤ ∫|V|, the energy is at least −(∫|V|)²/4.

As an example, take V = −2 for |x| ≤ 1/2 and zero elsewhere. Then ∫|V| = 2 and the bound is −1. Try u = √(2/3) cos²(πx/4) for |x| ≤ 2, zero outside, which is C¹ and normalised. Its kinetic energy is π²/12 ≈ 0.822. The probability inside the well is

(2/3)(3/8 + √2/π + 1/(4π)) ≈ 0.603,

so the energy is about 0.822 − 1.206 = −0.384, above −1.

```lean
/-- For positive `ħ` and `m`, in an integrable potential that is nowhere positive, the energy of a
normalised, C¹, compactly supported real wave function is at least the weak-coupling value
`-(m/2ħ²)(∫V)²`. -/
theorem energy_ge_weak_coupling {ħ m : ℝ} (hħ : 0 < ħ) (hm : 0 < m) {V u : ℝ → ℝ}
    (hV : Integrable V) (hneg : ∀ x, V x ≤ 0) (hu : ContDiff ℝ 1 u)
    (hc : HasCompactSupport u) (hn : l2norm u = 1) :
    -(m / (2 * ħ ^ 2)) * (∫ x, V x) ^ 2 ≤ energy ħ m V u := by
  have hA : wellArea V = -∫ x, V x := by
    unfold wellArea
    rw [← integral_neg]
    exact integral_congr_ae (ae_of_all _ fun x => max_eq_left (neg_nonneg.mpr (hneg x)))
  have h := energy_lower_bound hħ hm hV hu hc hn
  rwa [hA, neg_sq] at h
```

If V ≤ 0 everywhere, then A = −∫V, and squaring removes the sign.

## The delta well and the cusp

```lean
/-- For positive `ħ` and `m` and a delta potential `-g δ(x - a)`, the energy of a normalised, C¹,
compactly supported real wave function is at least `-m g²/2ħ²`. -/
theorem delta_well_bound {ħ m : ℝ} (hħ : 0 < ħ) (hm : 0 < m) (g a : ℝ) {u : ℝ → ℝ}
    (hu : ContDiff ℝ 1 u) (hc : HasCompactSupport u) (hn : l2norm u = 1) :
    -(m / (2 * ħ ^ 2)) * g ^ 2 ≤ ħ ^ 2 / (2 * m) * (∫ x, deriv u x ^ 2) - g * u a ^ 2 := by
  have hp : u a ^ 2 ≤ l2norm (deriv u) := by simpa [hn] using density_le hu hc a
  have hs : l2norm (deriv u) ^ 2 = ∫ x, deriv u x ^ 2 :=
    Real.sq_sqrt (integral_nonneg fun x => sq_nonneg (deriv u x))
  have hq := complete_square hħ hm |g| (l2norm (deriv u))
  have hg := mul_le_mul (le_abs_self g) hp (sq_nonneg _) (abs_nonneg g)
  rw [sq_abs, hs] at hq
  linarith
```

A delta potential is not a function, so its energy −g u(a)² is written directly. The density bound gives g u(a)² ≤ |g|s, and the same square yields −mg²/2ħ². The sign of g is free.

```lean
/-- The cusp wave function `√κ exp(-κ|x|)`, for `κ > 0`. -/
def cusp (κ x : ℝ) : ℝ := √κ * Real.exp (-(κ * |x|))
```

This is √κ e^{−κ|x|}, the shape of the delta-well bound state when g > 0 and κ = mg/ħ².

```lean
/-- For `κ > 0` the cusp function is normalised, and its density at the origin equals the
L² norm of its derivative, which is taken away from the cusp. -/
theorem cusp_equality {κ : ℝ} (hκ : 0 < κ) :
    l2norm (cusp κ) = 1 ∧ cusp κ 0 ^ 2 = l2norm (deriv (cusp κ)) := by
  have hsq : ∀ x, cusp κ x ^ 2 = κ * Real.exp (-(2 * κ) * |x|) := fun x => by
    unfold cusp
    rw [mul_pow, Real.sq_sqrt hκ.le, ← Real.exp_nat_mul]
    congr 2
    push_cast
    ring
  have hone : ∫ x, cusp κ x ^ 2 = 1 := by
    simp_rw [hsq]
    rw [integral_const_mul, integral_comp_abs (f := fun y => Real.exp (-(2 * κ) * y)),
      integral_exp_mul_Ioi (by linarith) 0, mul_zero, Real.exp_zero]
    field_simp
  -- away from the origin the squared slope is κ² times the density
  have hder : ∀ x : ℝ, x ≠ 0 → deriv (cusp κ) x ^ 2 = κ ^ 2 * cusp κ x ^ 2 := by
    intro x hx
    obtain ⟨s, hs, hd⟩ : ∃ s : ℝ, s ^ 2 = 1 ∧ HasDerivAt (fun y : ℝ => |y|) s x := by
      rcases lt_or_gt_of_ne hx with h | h
      · exact ⟨-1, by norm_num, hasDerivAt_abs_neg h⟩
      · exact ⟨1, by norm_num, hasDerivAt_abs_pos h⟩
    have h : deriv (cusp κ) x = √κ * (Real.exp (-(κ * |x|)) * -(κ * s)) :=
      ((hd.const_mul κ).fun_neg.exp.const_mul √κ).deriv
    rw [h]
    unfold cusp
    linear_combination (√κ * Real.exp (-(κ * |x|)) * κ) ^ 2 * hs
  have h0 : ({0}ᶜ : Set ℝ) ∈ ae (volume : Measure ℝ) :=
    compl_mem_ae_iff.mpr (measure_singleton 0)
  have hkin : ∫ x, deriv (cusp κ) x ^ 2 = κ ^ 2 := by
    have e : ∫ x, deriv (cusp κ) x ^ 2 = ∫ x, κ ^ 2 * cusp κ x ^ 2 := by
      apply integral_congr_ae
      filter_upwards [h0] with x hx
      exact hder x hx
    rw [e, integral_const_mul, hone, mul_one]
  refine ⟨by rw [l2norm, hone, Real.sqrt_one], ?_⟩
  rw [l2norm, hkin, Real.sqrt_sq hκ.le, hsq, abs_zero, mul_zero, Real.exp_zero, mul_one]

end

end OneDimensionalBinding
```

The cusp attains equality in the density bound at the origin. Its norm is 1 because ∫κe^{−2κ|x|} dx = 1. Away from zero u'² = κ²u², so ‖u'‖ = κ, which is also u(0)². The kink is a single point and does not affect the integral (`h0`), but the cusp is not C¹ there. Nor is its support compact, so the earlier theorems do not cover it.

```lean
#print axioms OneDimensionalBinding.energy_lower_bound_abs
#print axioms OneDimensionalBinding.energy_ge_weak_coupling
#print axioms OneDimensionalBinding.delta_well_bound
#print axioms OneDimensionalBinding.cusp_equality
```

```
'OneDimensionalBinding.energy_lower_bound_abs' depends on axioms: [propext, Classical.choice, Quot.sound]
'OneDimensionalBinding.energy_ge_weak_coupling' depends on axioms: [propext, Classical.choice, Quot.sound]
'OneDimensionalBinding.delta_well_bound' depends on axioms: [propext, Classical.choice, Quot.sound]
'OneDimensionalBinding.cusp_equality' depends on axioms: [propext, Classical.choice, Quot.sound]
```
